# L equally spaced sites on the complex unit circle, one of them at 1, are the L-th roots of unity

A ring of `L` equally spaced sites is placed on the unit circle in the complex plane, with site `j` at exp(2πi/L) raised to the power `j`, for `j` from 0 to `L` − 1. The theorem `pow_eq_one_iff_site` says that, for finite `L` > 0, a complex number `z` satisfies `z ^ L = 1` exactly when it is the position of some site. The statement concerns only the geometry of the ring; no Hamiltonian or quantum state enters. The attempt uses the fact that exp(2πi/L) is a primitive `L`-th root of unity: this gives each root as a power with exponent below `L`, and in the other direction it is meant to reduce the `L`-th power of a site's position to 1.

An attempt in Lean 4 with a fault in it:

```lean
import Mathlib

open Polynomial

namespace LatticeParticleHole

noncomputable section

/-- Position on the unit circle of site `j` of a ring with `L` equally spaced sites. -/
def site {L : ℕ} (j : Fin L) : ℂ :=
  Complex.exp (2 * Real.pi * Complex.I / L) ^ (j : ℕ)

/-- The sites of the ring are exactly the `L`-th roots of unity. -/
theorem pow_eq_one_iff_site {L : ℕ} (hL : 0 < L) (z : ℂ) :
    z ^ L = 1 ↔ ∃ j : Fin L, site j = z := by
  have hprim := Complex.isPrimitiveRoot_exp L hL.ne'
  haveI : NeZero L := ⟨hL.ne'⟩
  constructor
  · intro h
    obtain ⟨i, hi, hz⟩ := hprim.eq_pow_of_pow_eq_one h
    exact ⟨⟨i, hi⟩, hz⟩
  · rintro ⟨j, rfl⟩
    rw [site, ← pow_mul, mul_comm, pow_mul, hprim.pow_eq_one, one_pow]

end

end LatticeParticleHole
```

Lean reports:

```
Main.lean:17:2: warning: Try this: 
  haveI̵

The goal is a proposition, so `have` is preferred over `haveI`.
The difference between `have` and `haveI` is that `haveI` inlines the value.
But this is not relevant for proofs because of proof irrelevance.

Note: This linter can be disabled with `set_option linter.style.haveILetI false`
Main.lean:23:44: error: Tactic `rewrite` failed: Did not find an occurrence of the pattern
  Complex.exp (2 * ↑Real.pi * Complex.I / ↑L) ^ L
in the target expression
  (Complex.exp (Complex.I * (2 * ↑Real.pi) / ↑L) ^ ↑j) ^ L = 1

case mpr
L : ℕ
hL : 0 < L
hprim : IsPrimitiveRoot (Complex.exp (2 * ↑Real.pi * Complex.I / ↑L)) L
this : NeZero L
j : Fin L
⊢ (Complex.exp (Complex.I * (2 * ↑Real.pi) / ↑L) ^ ↑j) ^ L = 1
```

What went wrong. The error comes from the bare `mul_comm` in the last `rw`. After `← pow_mul`, the exponent is `↑j * L`, and the plan is to swap it to `L * ↑j`. Without arguments, however, `mul_comm` can match any product, and here it takes the one inside the exponential, turning `2 * ↑Real.pi * Complex.I` into `Complex.I * (2 * ↑Real.pi)`. The exponent is left unswapped, so `pow_mul` merely restores the form `(… ^ ↑j) ^ L`. `hprim.pow_eq_one` needs the original exponential raised directly to the power `L`, and that pattern is absent.

Writing `mul_comm (j : ℕ) L` fixes which product is swapped. Then `pow_mul` puts the power `L` innermost, `hprim.pow_eq_one` replaces it by 1, and `one_pow` finishes the proof.

The change from `haveI` to `have` is mere tidying: it answers a style warning, and the distinction does not matter when proving a proposition.

After these edits no error is left:

```diff
@@ -15,5 +15,5 @@
     z ^ L = 1 ↔ ∃ j : Fin L, site j = z := by
   have hprim := Complex.isPrimitiveRoot_exp L hL.ne'
-  haveI : NeZero L := ⟨hL.ne'⟩
+  have : NeZero L := ⟨hL.ne'⟩
   constructor
   · intro h
@@ -21,5 +21,5 @@
     exact ⟨⟨i, hi⟩, hz⟩
   · rintro ⟨j, rfl⟩
-    rw [site, ← pow_mul, mul_comm, pow_mul, hprim.pow_eq_one, one_pow]
+    rw [site, ← pow_mul, mul_comm (j : ℕ) L, pow_mul, hprim.pow_eq_one, one_pow]
 
 end
```
